# A continuous SU(2) lift of the rotations about $z$ that starts at $1$ is $e^{-it\sigma_z/2}$, and it equals $-1$ after a full turn

Take a spin-1/2 particle and turn it gradually about the $z$ axis, through an angle $t$ that grows from zero. Its state is represented by a normalised spinor $\psi\in\mathbb C^2$, with spinors that differ by an overall phase describing the same physical state, and the turn acts as $\psi\mapsto U(t)\psi$ with a unitary $2\times2$ matrix $U(t)$. The observable spin direction is the real unit vector $s$ in the density matrix $\psi\psi^\dagger=\tfrac12(1+s\cdot\sigma)$, where $\sigma=(\sigma_x,\sigma_y,\sigma_z)$ are the Pauli matrices. The turn sends this matrix to $\tfrac12\big(1+U(t)\,(s\cdot\sigma)\,U(t)^\dagger\big)$, and it should rotate $s$ by $t$. At $t=2\pi$ the vector $s$ is back where it began, and the question is whether the spinor is too. If $U(t)$ has determinant one, depends continuously on $t$ and starts at the identity, it is not: $U(t)=e^{-it\sigma_z/2}$ for all $t$, and $U(2\pi)=-1$.

## Pauli matrices, rotations and the covering condition

`M2` is the type of complex $2\times2$ matrices, with rows and columns numbered $0,1$ here as in the code. `SU2` is the group of unitary matrices of determinant one, with the topology inherited from the matrix entries. Conjugation does not see an overall phase of $U$, so the action on $s$ leaves that phase open; the determinant condition is the convention that cuts this freedom down to a sign.

In Lean 4 with Mathlib:

```lean
import Mathlib

open Matrix Complex ComplexConjugate

namespace SpinorLift

noncomputable section

local notation "M2" => Matrix (Fin 2) (Fin 2) ℂ

local notation "SU2" => Matrix.specialUnitaryGroup (Fin 2) ℂ
```

The matrix $\sigma_z=\operatorname{diag}(1,-1)$ makes basis vector $0$ spin up along $z$.

```lean
/-- The Pauli matrix σ_z. -/
def sigmaZ : M2 := !![1, 0; 0, -1]
```

For a real vector $v=(v_x,v_y,v_z)$, with components `v 0`, `v 1`, `v 2`, the standard Pauli matrices give
$$v\cdot\sigma=\begin{pmatrix}v_z & v_x-iv_y\\ v_x+iv_y & -v_z\end{pmatrix}.$$

```lean
/-- The matrix v·σ = v_x σ_x + v_y σ_y + v_z σ_z of a real 3-vector v. -/
def sigmaDot (v : Fin 3 → ℝ) : M2 :=
  !![(v 2 : ℂ), (v 0 : ℂ) - I * (v 1 : ℂ); (v 0 : ℂ) + I * (v 1 : ℂ), -(v 2 : ℂ)]
```

The rotation is active and counterclockwise as seen from the positive $z$ axis, with $t$ in radians:
$$R_z(t)v=(v_x\cos t-v_y\sin t,\; v_x\sin t+v_y\cos t,\; v_z).$$
In complex form, $v_x+iv_y$ is multiplied by $e^{it}$, $v_x-iv_y$ by $e^{-it}$, and $v_z$ is unchanged.

```lean
/-- Rotation of a real 3-vector about the z axis by the angle t. -/
def rotZ (t : ℝ) (v : Fin 3 → ℝ) : Fin 3 → ℝ :=
  ![Real.cos t * v 0 - Real.sin t * v 1, Real.sin t * v 0 + Real.cos t * v 1, v 2]
```

A matrix $U$ covers the rotation by $t$ if
$$U\,(v\cdot\sigma)\,U^\dagger=(R_z(t)v)\cdot\sigma\quad\text{for every } v\in\mathbb R^3 .$$
This is the requirement on the spin direction, extended linearly from unit vectors to all vectors. In the code `Uᴴ` is $U^\dagger$. Placing $U$ on the left, together with the sense of $R_z$, fixes the minus sign in the exponent of the result.

```lean
/-- U covers the rotation by t about z: U (v·σ) U† = (R_z(t) v)·σ for every v. -/
def Covers (U : M2) (t : ℝ) : Prop := ∀ v, U * sigmaDot v * Uᴴ = sigmaDot (rotZ t v)
```

The candidate is $S(t)=\exp(-it\sigma_z/2)$, defined as a matrix exponential through `NormedSpace.exp`. With the spin operator $\hbar\sigma_z/2$ it is the familiar rotation operator, in which $\hbar$ cancels.

```lean
/-- The spin rotation exp(-i t σ_z / 2), a matrix exponential. -/
def spinRot (t : ℝ) : M2 := NormedSpace.exp ((-(I * t / 2)) • sigmaZ)
```

Its entries are expressed by the half-angle phase $p(t)=e^{it/2}$.

```lean
/-- The half-angle phase p(t) = exp(i t / 2). -/
def phase (t : ℝ) : ℂ := Complex.exp (I * t / 2)
```

## The half-angle matrix covers the rotation

Three properties of $p$ carry the algebra:
$$\overline{p(t)}=e^{-it/2}=p(-t),\qquad p(-t)\,p(t)=e^{0}=1,\qquad p(t)^2=e^{it}=\cos t+i\sin t .$$

```lean
/-- The conjugate of p(t) is p(-t), p(-t) p(t) = 1, and p(t)² = cos t + i sin t. -/
theorem phase_facts (t : ℝ) : conj (phase t) = phase (-t) ∧ phase (-t) * phase t = 1 ∧
    phase t * phase t = (Real.cos t : ℂ) + I * (Real.sin t : ℂ) := by
  unfold phase
  refine ⟨?_, ?_, ?_⟩
  · rw [← Complex.exp_conj]
    congr 1
    rw [map_div₀, map_mul, Complex.conj_I, Complex.conj_ofReal, map_ofNat]
    push_cast
    ring
  · have h : I * ((-t : ℝ) : ℂ) / 2 + I * t / 2 = 0 := by push_cast; ring
    rw [← Complex.exp_add, h, Complex.exp_zero]
  · have h : I * (t : ℂ) / 2 + I * t / 2 = t * I := by ring
    rw [← Complex.exp_add, h, Complex.exp_mul_I]
    push_cast
    ring
```

The first branch moves the conjugation into the exponent with `Complex.exp_conj`. The other two add exponents with `Complex.exp_add`, and `Complex.exp_mul_I` supplies Euler's formula.

The exponent $-it\sigma_z/2=\operatorname{diag}(-it/2,\,it/2)$ is diagonal, so it exponentiates entry by entry, and the adjoint follows by conjugating the entries:
$$S(t)=\begin{pmatrix}p(-t)&0\\0&p(t)\end{pmatrix},\qquad S(t)^\dagger=\begin{pmatrix}p(t)&0\\0&p(-t)\end{pmatrix}.$$

```lean
/-- exp(-i t σ_z / 2) is diag(p(-t), p(t)), and its adjoint is diag(p(t), p(-t)). -/
theorem spinRot_eq (t : ℝ) : spinRot t = !![phase (-t), 0; 0, phase t] ∧
    (spinRot t)ᴴ = !![phase t, 0; 0, phase (-t)] := by
  have hd : (-(I * t / 2)) • sigmaZ = diagonal ![I * ((-t : ℝ) : ℂ) / 2, I * t / 2] := by
    ext i j
    fin_cases i <;> fin_cases j <;> simp [sigmaZ]
    ring
  have h : spinRot t = !![phase (-t), 0; 0, phase t] := by
    rw [spinRot, hd, Matrix.exp_diagonal]
    ext i j
    fin_cases i <;> fin_cases j <;> simp [phase, Pi.coe_exp, Complex.exp_eq_exp_ℂ]
  have a1 := (phase_facts t).1
  have a2 := (phase_facts (-t)).1
  rw [neg_neg] at a2
  refine ⟨h, ?_⟩
  rw [h]
  ext i j
  fin_cases i <;> fin_cases j <;> simp [a1, a2]
```

Here `hd` is the diagonal form of the exponent, `Matrix.exp_diagonal` does the exponentiation, and `a1`, `a2` are the conjugation rule at $t$ and at $-t$.

Both diagonal entries of $S(t)S(t)^\dagger$ equal $p(-t)p(t)=1$, and $\det S(t)=p(-t)p(t)=1$. Hence $S(t)\in SU(2)$.

```lean
/-- exp(-i t σ_z / 2) belongs to SU(2). -/
theorem spinRot_mem (t : ℝ) : spinRot t ∈ SU2 := by
  have h := (phase_facts t).2.1
  have h' : phase t * phase (-t) = 1 := by rw [mul_comm, h]
  rw [mem_specialUnitaryGroup_iff, mem_unitaryGroup_iff, star_eq_conjTranspose,
    (spinRot_eq t).2, (spinRot_eq t).1]
  constructor
  · rw [Matrix.mul_fin_two, Matrix.one_fin_two]
    ext i j
    fin_cases i <;> fin_cases j <;> simp [h, h']
  · rw [det_fin_two_of]
    simp [h]
```

`spinLift` is the same matrix regarded as an element of the group, so that $t\mapsto S(t)$ is a path in $SU(2)$.

```lean
/-- The path t ↦ exp(-i t σ_z / 2) in SU(2). -/
def spinLift (t : ℝ) : SU2 := ⟨spinRot t, spinRot_mem t⟩
```

The entries of $S(t)$ are continuous in $t$, and $p(0)=1$ gives $S(0)=1$. For the covering condition, entry $(j,k)$ of $v\cdot\sigma$ is multiplied by $S(t)_{jj}$ from the left and by $(S(t)^\dagger)_{kk}$ from the right:
$$S(t)(v\cdot\sigma)S(t)^\dagger=\begin{pmatrix}p(-t)p(t)\,v_z & p(-t)^2\,(v_x-iv_y)\\ p(t)^2\,(v_x+iv_y) & -p(t)p(-t)\,v_z\end{pmatrix}.$$
The diagonal stays $\pm v_z$. The entry $(1,0)$ becomes
$$(\cos t+i\sin t)(v_x+iv_y)=(v_x\cos t-v_y\sin t)+i\,(v_x\sin t+v_y\cos t),$$
and the entry $(0,1)$ becomes its complex conjugate. This is $(R_z(t)v)\cdot\sigma$. The half angles of the two factors add up to the full angle of the rotation.

```lean
/-- The path exp(-i t σ_z / 2) is continuous, starts at 1 and covers the rotation by t
about z for every t. -/
theorem spinLift_witness :
    Continuous spinLift ∧ spinLift 0 = 1 ∧ ∀ t, Covers (spinLift t : M2) t := by
  refine ⟨?_, ?_, ?_⟩
  · have hp : Continuous phase := by unfold phase; fun_prop
    have hq : Continuous fun t : ℝ => phase (-t) := hp.comp continuous_neg
    have h0 : Continuous fun _ : ℝ => (0 : ℂ) := continuous_const
    have hc : Continuous spinRot := by
      rw [show spinRot = fun t => !![phase (-t), 0; 0, phase t] from
        funext fun t => (spinRot_eq t).1]
      refine continuous_matrix fun i j => ?_
      fin_cases i <;> fin_cases j
      exacts [hq, h0, h0, hp]
    exact hc.subtype_mk spinRot_mem
  · apply Subtype.ext
    show spinRot 0 = 1
    rw [(spinRot_eq 0).1, Matrix.one_fin_two]
    simp [phase]
  · intro t v
    show spinRot t * sigmaDot v * (spinRot t)ᴴ = _
    obtain ⟨-, h, hp⟩ := phase_facts t
    have hq := (phase_facts (-t)).2.2
    rw [Real.cos_neg, Real.sin_neg, ofReal_neg] at hq
    rw [(spinRot_eq t).2, (spinRot_eq t).1]
    simp only [sigmaDot, Matrix.mul_fin_two]
    -- the off-diagonal entries v_x ∓ i v_y pick up the squared phases
    ext i j
    fin_cases i <;> fin_cases j <;>
      simp [rotZ, -Complex.ofReal_cos, -Complex.ofReal_sin] <;>
      first
        | linear_combination (v 2 : ℂ) * h
        | linear_combination -(v 2 : ℂ) * h
        | linear_combination ((v 0 : ℂ) - I * v 1) * hq + (Real.sin t : ℂ) * v 1 * I_sq
        | linear_combination ((v 0 : ℂ) + I * v 1) * hp + (Real.sin t : ℂ) * v 1 * I_sq
```

The four `linear_combination` lines are the four entries: `h` handles the diagonal, `hq` and `hp` are the squared phases at $-t$ and $t$, and `I_sq` replaces $i^2$ by $-1$ in the term $i^2v_y\sin t$. The theorem shows that a path of the required kind exists, and it supplies the reference against which any other path is compared.

## The covering condition fixes the matrix up to a sign

Let $W$ be a $2\times2$ matrix with $\det W=1$ that commutes with every $v\cdot\sigma$. The choice $v=(0,0,1)$ gives
$$W\sigma_z=\begin{pmatrix}W_{00}&-W_{01}\\W_{10}&-W_{11}\end{pmatrix},\qquad \sigma_zW=\begin{pmatrix}W_{00}&W_{01}\\-W_{10}&-W_{11}\end{pmatrix},$$
so $W_{01}=-W_{01}$ and $W_{10}=-W_{10}$, and both vanish. The choice $v=(1,0,0)$ gives $(W\sigma_x)_{01}=W_{00}$ and $(\sigma_xW)_{01}=W_{11}$, so $W_{11}=W_{00}$. Then $\det W=W_{00}^2=1$, and $W=1$ or $W=-1$. Unitarity of $W$ is not used.

```lean
/-- A matrix of determinant one that commutes with every v·σ equals 1 or -1. -/
theorem kernel_pm_one (W : M2) (h : ∀ v, W * sigmaDot v = sigmaDot v * W) (hd : W.det = 1) :
    W = 1 ∨ W = -1 := by
  have e1 : (W * sigmaDot ![0, 0, 1]) 0 1 = -W 0 1 := by
    rw [Matrix.mul_apply]; simp [sigmaDot, Fin.sum_univ_two]
  have e2 : (sigmaDot ![0, 0, 1] * W) 0 1 = W 0 1 := by
    rw [Matrix.mul_apply]; simp [sigmaDot, Fin.sum_univ_two]
  have e3 : (W * sigmaDot ![0, 0, 1]) 1 0 = W 1 0 := by
    rw [Matrix.mul_apply]; simp [sigmaDot, Fin.sum_univ_two]
  have e4 : (sigmaDot ![0, 0, 1] * W) 1 0 = -W 1 0 := by
    rw [Matrix.mul_apply]; simp [sigmaDot, Fin.sum_univ_two]
  have e5 : (W * sigmaDot ![1, 0, 0]) 0 1 = W 0 0 := by
    rw [Matrix.mul_apply]; simp [sigmaDot, Fin.sum_univ_two]
  have e6 : (sigmaDot ![1, 0, 0] * W) 0 1 = W 1 1 := by
    rw [Matrix.mul_apply]; simp [sigmaDot, Fin.sum_univ_two]
  rw [h] at e1 e3 e5
  -- σ_z makes W diagonal, σ_x makes it scalar, the determinant fixes the scalar up to sign
  have hb : W 0 1 = 0 := by linear_combination (e1 - e2) / 2
  have hc : W 1 0 = 0 := by linear_combination (e4 - e3) / 2
  have ha : W 1 1 = W 0 0 := by linear_combination e5 - e6
  rw [det_fin_two, hb, ha, zero_mul, sub_zero] at hd
  rcases mul_self_eq_one_iff.mp hd with h0 | h0
  · left
    ext i j
    fin_cases i <;> fin_cases j <;> simp [ha, hb, hc, h0]
  · right
    ext i j
    fin_cases i <;> fin_cases j <;> simp [ha, hb, hc, h0]
```

The equations `e1` to `e6` are the six matrix entries just compared, `hb`, `hc`, `ha` are the three conclusions about $W$, and `mul_self_eq_one_iff` splits $W_{00}^2=1$ into the two cases.

Now let $U,V\in SU(2)$ satisfy $U(v\cdot\sigma)U^\dagger=V(v\cdot\sigma)V^\dagger$ for all $v$, and put $W=V^\dagger U$. Inserting $U^\dagger U=1$ and then using $V^\dagger V=1$,
$$W(v\cdot\sigma)=V^\dagger\,\big[U(v\cdot\sigma)U^\dagger\big]\,U=V^\dagger\,\big[V(v\cdot\sigma)V^\dagger\big]\,U=(v\cdot\sigma)\,W .$$
Also $\det W=\overline{\det V}\,\det U=1$. So $W=\pm1$, and $U=VV^\dagger U=VW=\pm V$.

```lean
/-- Two elements of SU(2) that conjugate every v·σ in the same way are equal or opposite. -/
theorem two_lifts (U V : M2) (hU : U ∈ SU2) (hV : V ∈ SU2)
    (h : ∀ v, U * sigmaDot v * Uᴴ = V * sigmaDot v * Vᴴ) : U = V ∨ U = -V := by
  rw [mem_specialUnitaryGroup_iff] at hU hV
  have u1 : Uᴴ * U = 1 := mem_unitaryGroup_iff'.mp hU.1
  have v1 : Vᴴ * V = 1 := mem_unitaryGroup_iff'.mp hV.1
  have v2 : V * Vᴴ = 1 := mem_unitaryGroup_iff.mp hV.1
  have hc : ∀ v, Vᴴ * U * sigmaDot v = sigmaDot v * (Vᴴ * U) := fun v =>
    calc Vᴴ * U * sigmaDot v = Vᴴ * U * sigmaDot v * (Uᴴ * U) := by rw [u1, Matrix.mul_one]
      _ = Vᴴ * (U * sigmaDot v * Uᴴ) * U := by simp only [Matrix.mul_assoc]
      _ = Vᴴ * (V * sigmaDot v * Vᴴ) * U := by rw [h v]
      _ = (Vᴴ * V) * (sigmaDot v * (Vᴴ * U)) := by simp only [Matrix.mul_assoc]
      _ = sigmaDot v * (Vᴴ * U) := by rw [v1, Matrix.one_mul]
  have hd : (Vᴴ * U).det = 1 := by
    rw [det_mul, det_conjTranspose, hV.2, hU.2]
    simp
  have e : U = V * (Vᴴ * U) := by rw [← Matrix.mul_assoc, v2, Matrix.one_mul]
  rcases kernel_pm_one _ hc hd with h1 | h1 <;> rw [h1] at e
  · left; simpa using e
  · right; simpa using e
```

The `calc` block is the displayed chain, `hd` is the determinant and `e` is $U=VW$.

## Continuity keeps the sign from changing

Let $U:\mathbb R\to SU(2)$ be continuous, with $U(0)=1$ and $U(s)$ covering $R_z(s)$ for every real angle $s$. Since $S(s)$ covers the same rotation, $U(s)=\pm S(s)$ at each $s$, with a sign that could so far depend on $s$. The sign is read off one entry. Define
$$f(s)=\operatorname{Re}\big(U(s)_{00}\,p(s)\big).$$
Because $S(s)_{00}\,p(s)=p(-s)p(s)=1$, we have $f(s)=1$ when $U(s)=S(s)$ and $f(s)=-1$ when $U(s)=-S(s)$, and no other value occurs. The function $f$ is continuous, and $f(0)=\operatorname{Re}(1\cdot1)=1$. If $U(t)=-S(t)$ for some $t$, then $f(t)=-1<0<f(0)$, and the intermediate value theorem gives an $s$ with $f(s)=0$, which is impossible. Therefore $U(t)=S(t)$.

```lean
/-- A continuous path U in SU(2) with U(0) = 1 that covers the rotation by t about z for
every t equals exp(-i t σ_z / 2). -/
theorem lift_unique (U : ℝ → SU2) (hU : Continuous U) (h0 : U 0 = 1)
    (hc : ∀ t, Covers (U t : M2) t) (t : ℝ) : (U t : M2) = spinRot t := by
  have hpm : ∀ s, (U s : M2) = spinRot s ∨ (U s : M2) = -spinRot s := fun s =>
    two_lifts _ _ (U s).2 (spinRot_mem s) fun v =>
      (hc s v).trans (spinLift_witness.2.2 s v).symm
  have hv : ∀ s, spinRot s 0 0 * phase s = 1 := fun s => by
    rw [(spinRot_eq s).1]
    exact (phase_facts s).2.1
  -- the sign of U relative to the spin rotation is a continuous function
  have hM : Continuous fun s => (U s : M2) := continuous_subtype_val.comp hU
  have hp : Continuous phase := by unfold phase; fun_prop
  have hf : Continuous fun s => ((U s : M2) 0 0 * phase s).re :=
    Complex.continuous_re.comp ((hM.matrix_elem 0 0).mul hp)
  rcases hpm t with h | h
  · exact h
  -- a change of sign would force the value 0 in between
  have f0 : ((U 0 : M2) 0 0 * phase 0).re = 1 := by simp [h0, phase]
  have ft : ((U t : M2) 0 0 * phase t).re = -1 := by
    rw [h, Matrix.neg_apply, neg_mul, hv]; simp
  obtain ⟨s, hs⟩ := intermediate_value_univ t 0 hf
    (show (0 : ℝ) ∈ Set.Icc ((U t : M2) 0 0 * phase t).re ((U 0 : M2) 0 0 * phase 0).re by
      rw [f0, ft]; norm_num)
  have hs' : ((U s : M2) 0 0 * phase s).re = 0 := hs
  rcases hpm s with h' | h'
  · rw [h', hv] at hs'; simp at hs'
  · rw [h', Matrix.neg_apply, neg_mul, hv] at hs'; simp at hs'
```

In words, `lift_unique` takes a function `U : ℝ → SU2` with three hypotheses. `hU` is continuity, the statement that a small additional turn changes the spinor only slightly. `h0` says that the turn by angle zero leaves every spinor unchanged. `hc` is the covering condition at every angle, where `(U t : M2)` is the matrix underlying the group element. The conclusion is that this matrix equals `spinRot t` for every real `t`, negative angles and multiple turns included. Neither a composition law $U(s+t)=U(s)U(t)$ nor differentiability is assumed. In the proof `hpm` is the pointwise sign alternative, `hv` is $S(s)_{00}\,p(s)=1$, `hf` is the continuity of $f$, and `intermediate_value_univ` produces the zero, which the last two lines refute for each sign.

## One full turn and two

From $e^{i\pi}=-1$,
$$p(t+2\pi)=e^{it/2}e^{i\pi}=-p(t).$$
The same identity at the angle $-(t+2\pi)$ reads $p(-t)=-p(-(t+2\pi))$. Both diagonal entries of $S$ thus change sign, and with $U=S$ this gives $U(t+2\pi)=-U(t)$. Setting $t=0$ gives $U(2\pi)=-U(0)=-1$, and setting $t=2\pi$ gives $U(4\pi)=-U(2\pi)=1$.

```lean
/-- A continuous path U in SU(2) with U(0) = 1 that covers the rotation by t about z for every t
satisfies U(t + 2π) = -U(t) for all t, U(2π) = -1 and U(4π) = 1. -/
theorem lift_full_turn (U : ℝ → SU2) (hU : Continuous U) (h0 : U 0 = 1)
    (hc : ∀ t, Covers (U t : M2) t) :
    (∀ t, (U (t + 2 * Real.pi) : M2) = -(U t : M2)) ∧ (U (2 * Real.pi) : M2) = -1 ∧
      (U (4 * Real.pi) : M2) = 1 := by
  have hp : ∀ t, phase (t + 2 * Real.pi) = -phase t := fun t => by
    have e : I * ((t + 2 * Real.pi : ℝ) : ℂ) / 2 = I * t / 2 + Real.pi * I := by
      push_cast; ring
    unfold phase
    rw [e, Complex.exp_add, Complex.exp_pi_mul_I]
    ring
  have h1 : ∀ t, (U (t + 2 * Real.pi) : M2) = -(U t : M2) := fun t => by
    have hq := hp (-(t + 2 * Real.pi))
    rw [show -(t + 2 * Real.pi) + 2 * Real.pi = -t by ring] at hq
    rw [lift_unique U hU h0 hc, lift_unique U hU h0 hc, (spinRot_eq _).1, (spinRot_eq t).1,
      hp, hq]
    ext i j
    fin_cases i <;> fin_cases j <;> simp
  have h2 : (U (2 * Real.pi) : M2) = -1 := by simpa [h0] using h1 0
  refine ⟨h1, h2, ?_⟩
  rw [show 4 * Real.pi = 2 * Real.pi + 2 * Real.pi by ring, h1, h2, neg_neg]
```

Under the same three hypotheses, `lift_full_turn` states these three equalities between matrices. `hp` and `hq` are the two phase identities, `h1` is the sign change, and `h2` is its case $t=0$. A spinor is sent to $-\psi$ by one full turn and to $\psi$ by two, while its spin direction returns after one. The sign is a statement about the vector: $-\psi$ differs from $\psi$ by an overall phase and has the same density matrix $\psi\psi^\dagger$, so the physical state of the spin taken by itself is already restored after one turn.

If such a path were $2\pi$-periodic, then $U(2\pi)=U(0)=1$, while also $U(2\pi)=-1$, and the entry $(0,0)$ would give $1=-1$. So no function from the reals to $SU(2)$ is at once continuous, equal to $1$ at $0$, covering at every angle, and periodic in the sense of `Function.Periodic U (2 * Real.pi)`, that is $U(t+2\pi)=U(t)$ for all $t$.

```lean
/-- No continuous path in SU(2) that starts at 1 and covers the rotations about z is
2π-periodic. -/
theorem no_periodic_lift : ¬ ∃ U : ℝ → SU2, Continuous U ∧ U 0 = 1 ∧
    (∀ t, Covers (U t : M2) t) ∧ Function.Periodic U (2 * Real.pi) := by
  rintro ⟨U, hU, h0, hc, hp⟩
  have h := (lift_full_turn U hU h0 hc).2.1
  rw [hp.eq, h0] at h
  have h' : (1 : ℂ) = -1 := congrFun (congrFun h 0) 0
  norm_num at h'

end

end SpinorLift
```

```lean
#print axioms SpinorLift.lift_full_turn
-- 'SpinorLift.lift_full_turn' depends on axioms: [propext, Classical.choice, Quot.sound]
#print axioms SpinorLift.no_periodic_lift
-- 'SpinorLift.no_periodic_lift' depends on axioms: [propext, Classical.choice, Quot.sound]
```

## Double groups and the reach of the result

In electronic structure with spin–orbit coupling, symmetry operations act on two-component spinors, and the double group of a point group counts the rotation by $2\pi$ as an element distinct from the identity; the theorems give its value $-1$ on the spin-1/2 factor alone, for the one-parameter family of rotations about a fixed $z$ axis. The double cover of $SO(3)$ by $SU(2)$ enters only along this family and through the sign alternative of `two_lifts`. Other axes, the composition of rotations, reflections, higher spin and the spatial part of the wavefunction do not appear in the statements.

The determinant condition is assumed and is not derived from the action on the spin direction. A side observation, not proved in the code above, shows its role: the unitary matrix $e^{it/2}S(t)=\operatorname{diag}(1,e^{it})$ conjugates $v\cdot\sigma$ just as $S(t)$ does, is continuous, starts at $1$ and has period $2\pi$, but its determinant is $e^{it}$.
